# Two-state MBAR is the Bennett acceptance ratio equation

Consider two neighbouring windows of an alchemical free-energy calculation, both simulated, with the difference of their reduced potentials evaluated on every stored configuration. The free-energy difference can then be estimated, among other methods, from the self-consistent equations of the multistate Bennett acceptance ratio method (MBAR), applied to these two windows alone, or by a one-dimensional root search on the Bennett acceptance ratio (BAR) equation. Treating the two procedures as interchangeable rests on a mathematical fact: for two states, finitely many samples, at least one from each state, and finite potentials, both determine the same difference, and that difference exists and is unique.

## The model

Let $X$ be the set of configurations and $K$ a finite set of thermodynamic states. No structure is placed on $X$: it has no measure, topology or dimension.

```lean
import Mathlib

open Real Filter Topology

namespace TwoStateMBAR

noncomputable section

variable {X K : Type*} [Fintype K]
```

State $k$ has a dimensionless reduced potential $u_k : X \to \mathbb{R}$ (for a canonical ensemble, the potential energy divided by $k_{\mathrm B}T$, with $k_{\mathrm B}$ Boltzmann's constant and $T$ the temperature), a sample count $N_k \in \mathbb{N}$ and a trial reduced free energy $f_k \in \mathbb{R}$. These are `u k`, `N k` and `f k`. Since the letter $f$ is taken, the Fermi function is written $\phi(t) = 1/(1+e^{t})$.

```lean
/-- The Fermi function `1 / (1 + eᵗ)`. -/
def fermi (t : ℝ) : ℝ := 1 / (1 + exp t)
```

At a configuration $y$ the MBAR denominator is
$$D(y) = \sum_{k} N_k\, e^{f_k - u_k(y)}.$$

```lean
/-- The MBAR denominator `∑ₖ Nₖ exp (fₖ - uₖ y)` at configuration `y`. -/
def mixture (u : K → X → ℝ) (N : K → ℕ) (f : K → ℝ) (y : X) : ℝ :=
  ∑ k, (N k : ℝ) * exp (f k - u k y)
```

The weight of $y$ in state $i$ is $W_i(y) = e^{f_i - u_i(y)}/D(y)$. Here $f = (f_k)_{k \in K}$ is the vector of trial free energies, an argument of both $D$ and $W_i$.

```lean
/-- The MBAR weight of configuration `y` in state `i`. -/
def weight (u : K → X → ℝ) (N : K → ℕ) (f : K → ℝ) (i : K) (y : X) : ℝ :=
  exp (f i - u i y) / mixture u N f y
```

Let $x_{j,n}$, with $n = 0, \dots, N_j - 1$, be the samples attributed to state $j$; the type `∀ k, Fin (N k) → X` gives each state a list of its own length. The MBAR equations are, for every state $i$,
$$f_i = -\ln S_i, \qquad S_i = \sum_{j} \sum_{n} \frac{e^{-u_i(x_{j,n})}}{D(x_{j,n})},$$
with the double sum running over all pooled samples.

```lean
/-- The MBAR equations for the reduced free energies `f`, where `x j n` is sample `n` of the
`N j` samples drawn from state `j` and the sum runs over all pooled samples. -/
def IsMBAR (u : K → X → ℝ) (N : K → ℕ) (x : ∀ k, Fin (N k) → X) (f : K → ℝ) : Prop :=
  ∀ i, f i = -log (∑ j, ∑ n, exp (-u i (x j n)) / mixture u N f (x j n))
```

For two states, $K = \{0, 1\}$ is `Fin 2`. The potential difference is $\Delta u(y) = u_1(y) - u_0(y)$, final state minus initial state.

```lean
/-- The reduced potential difference `u₁ - u₀` of two states. -/
def du (u : Fin 2 → X → ℝ) (y : X) : ℝ := u 1 y - u 0 y
```

Unequal sample counts enter through $M = \ln(N_0/N_1)$.

```lean
/-- The logarithm `M = ln (N₀ / N₁)` of the ratio of sample counts. -/
def M (N : Fin 2 → ℕ) : ℝ := log ((N 0 : ℝ) / N 1)
```

The BAR equation for a number $\Delta f$, called `df` in the code, is
$$\sum_{n=0}^{N_0-1} \phi\big(M + \Delta u(x_{0,n}) - \Delta f\big) = \sum_{n=0}^{N_1-1} \phi\big(-M - \Delta u(x_{1,n}) + \Delta f\big).$$
These are plain sums, without division by the counts, and the same $\Delta u = u_1 - u_0$ is used on both sides.

```lean
/-- The Bennett acceptance ratio equation for the free-energy difference `df`. -/
def IsBAR (u : Fin 2 → X → ℝ) (N : Fin 2 → ℕ) (x : ∀ k, Fin (N k) → X) (df : ℝ) : Prop :=
  ∑ n, fermi (M N + du u (x 0 n) - df) = ∑ n, fermi (-M N - du u (x 1 n) + df)
```

The samples are arbitrary points of $X$. Nothing requires them to be Boltzmann distributed or uncorrelated, so the theorems concern the estimating equations for fixed data. They say nothing about convergence to the true free-energy difference, about bias or variance, or about the sense in which Bennett's estimator is optimal. The potentials are real-valued, which excludes hard cores with $u_k = +\infty$. The hypotheses $N_0, N_1 \ge 1$ make $M$ the logarithm of a positive number; with an empty state Lean would assign $M$ the conventional value $0$, but the two-state theorems exclude empty states.

## Two properties of the Fermi function

Multiplying numerator and denominator of $\phi(-t)$ by $e^t$,
$$\phi(t) + \phi(-t) = \frac{1}{1+e^{t}} + \frac{e^{t}}{e^{t}+1} = 1.$$
In the proof `exp_neg` writes $e^{-t}$ as $1/e^{t}$ and `field_simp` clears the denominators.

```lean
/-- The Fermi function at `t` and at `-t` adds up to one. -/
theorem fermi_add_neg (t : ℝ) : fermi t + fermi (-t) = 1 := by
  have h := exp_pos t
  unfold fermi
  rw [exp_neg]
  field_simp
  ring
```

If $a < b$ then $0 < 1 + e^a < 1 + e^b$, and taking reciprocals reverses the inequality, so $\phi(b) < \phi(a)$.

```lean
/-- The Fermi function is strictly decreasing. -/
theorem fermi_strictAnti : StrictAnti fermi := by
  intro a b h
  have h' := exp_lt_exp.mpr h
  exact one_div_lt_one_div_of_lt (by positivity) (by linarith)
```

## MBAR as normalisation of the weights

The next three statements hold for any finite $K$, provided some state has a sample. Every term of $D(y)$ is non-negative, and the term of a state with $N_k > 0$ is positive, so $D(y) > 0$.

```lean
/-- The MBAR denominator is positive when some state has a sample. -/
theorem mixture_pos (u : K → X → ℝ) {N : K → ℕ} (hN : ∃ k, 0 < N k) (f : K → ℝ) (y : X) :
    0 < mixture u N f y := by
  obtain ⟨k, hk⟩ := hN
  exact Finset.sum_pos' (fun k _ => by positivity)
    ⟨k, Finset.mem_univ k, mul_pos (Nat.cast_pos.mpr hk) (exp_pos _)⟩
```

Each term $e^{-u_i}/D$ of $S_i$ is therefore positive, and at least one sample exists, so $S_i > 0$. For positive $S_i$ the equation $f_i = -\ln S_i$ is equivalent to $e^{f_i} S_i = 1$: exponentiate in one direction, take the logarithm in the other. Moving $e^{f_i}$ inside the sum gives $e^{f_i} S_i = \sum_j \sum_n W_i(x_{j,n})$. Hence MBAR holds if and only if
$$\sum_j \sum_n W_i(x_{j,n}) = 1 \quad \text{for every } i.$$
The three steps are `hS` (positivity), `key` (removal of the logarithm) and `hW` (the factor moved inside).

```lean
/-- For finitely many states, at least one of which has a sample, the MBAR equations hold
exactly when the weights of each state
sum to one over the pooled samples. -/
theorem isMBAR_iff_weights (u : K → X → ℝ) {N : K → ℕ} (hN : ∃ k, 0 < N k)
    (x : ∀ k, Fin (N k) → X) (f : K → ℝ) :
    IsMBAR u N x f ↔ ∀ i, ∑ j, ∑ n, weight u N f i (x j n) = 1 := by
  have key : ∀ a S : ℝ, 0 < S → (a = -log S ↔ exp a * S = 1) := by
    intro a S hS
    constructor
    · rintro rfl
      rw [exp_neg, exp_log hS, inv_mul_cancel₀ hS.ne']
    · intro h
      have h' := congrArg log h
      rw [log_mul (exp_ne_zero _) hS.ne', log_exp, log_one] at h'
      linarith
  refine forall_congr' fun i => ?_
  have hp : ∀ y, 0 < exp (-u i y) / mixture u N f y :=
    fun y => div_pos (exp_pos _) (mixture_pos u hN f y)
  -- the argument of the logarithm is positive
  have hS : 0 < ∑ j, ∑ n, exp (-u i (x j n)) / mixture u N f (x j n) := by
    obtain ⟨k, hk⟩ := hN
    exact Finset.sum_pos' (fun j _ => Finset.sum_nonneg fun n _ => (hp _).le)
      ⟨k, Finset.mem_univ k, Finset.sum_pos (fun n _ => hp _) ⟨⟨0, hk⟩, Finset.mem_univ _⟩⟩
  have hW : ∑ j, ∑ n, weight u N f i (x j n)
      = exp (f i) * ∑ j, ∑ n, exp (-u i (x j n)) / mixture u N f (x j n) := by
    simp only [weight, Finset.mul_sum]
    refine Finset.sum_congr rfl fun j _ => Finset.sum_congr rfl fun n _ => ?_
    rw [sub_eq_add_neg, exp_add, mul_div_assoc]
  rw [hW]
  exact key _ _ hS
```

A second sum rule runs over states at a fixed configuration and holds for every $f$, whether or not it solves MBAR:
$$\sum_k N_k W_k(y) = \frac{\sum_k N_k e^{f_k - u_k(y)}}{D(y)} = 1.$$

```lean
/-- When some state has a sample, at each configuration the weights, multiplied by the sample
counts, sum to one over states. -/
theorem sum_count_mul_weight (u : K → X → ℝ) {N : K → ℕ} (hN : ∃ k, 0 < N k) (f : K → ℝ)
    (y : X) : ∑ k, (N k : ℝ) * weight u N f k y = 1 := by
  simp only [weight, ← mul_div_assoc]
  rw [← Finset.sum_div]
  exact div_self (mixture_pos u hN f y).ne'
```

## Two-state weights are Fermi functions

From here on $N_0, N_1 \ge 1$ and $\Delta f = f_1 - f_0$. Abbreviate $t(y) = M + \Delta u(y) - \Delta f$. Dividing numerator and denominator by $N_1 e^{f_1 - u_1(y)}$,
$$N_1 W_1(y) = \frac{N_1 e^{f_1 - u_1}}{N_0 e^{f_0 - u_0} + N_1 e^{f_1 - u_1}} = \frac{1}{1 + \dfrac{N_0}{N_1}\, \dfrac{e^{f_0 - u_0}}{e^{f_1 - u_1}}}.$$
Because $t = \ln(N_0/N_1) + (f_0 - u_0) - (f_1 - u_1)$, the product in the last denominator is $e^{t}$, and $N_1 W_1(y) = \phi(t(y))$. The identity for $e^t$ is `he`; the code then compares the two fractions by cross-multiplying with `div_eq_div_iff`.

```lean
/-- For two states with at least one sample each, `N₁` times the state-1 weight is the Fermi
function of `M + du - (f₁ - f₀)`. -/
theorem weight_one (u : Fin 2 → X → ℝ) {N : Fin 2 → ℕ} (h0 : 1 ≤ N 0) (h1 : 1 ≤ N 1)
    (f : Fin 2 → ℝ) (y : X) :
    (N 1 : ℝ) * weight u N f 1 y = fermi (M N + du u y - (f 1 - f 0)) := by
  have p0 : (0 : ℝ) < N 0 := Nat.cast_pos.mpr h0
  have p1 : (0 : ℝ) < N 1 := Nat.cast_pos.mpr h1
  have he : exp (M N + du u y - (f 1 - f 0))
      = (N 0 : ℝ) / N 1 * (exp (f 0 - u 0 y) / exp (f 1 - u 1 y)) := by
    have harg : M N + du u y - (f 1 - f 0)
        = log ((N 0 : ℝ) / N 1) + ((f 0 - u 0 y) - (f 1 - u 1 y)) := by
      unfold M du
      ring
    rw [harg, exp_add, exp_log (div_pos p0 p1), exp_sub (f 0 - u 0 y)]
  have pa := exp_pos (f 0 - u 0 y)
  have pb := exp_pos (f 1 - u 1 y)
  unfold weight mixture fermi
  rw [Fin.sum_univ_two, he, mul_div_assoc', div_eq_div_iff (by positivity) (by positivity)]
  field_simp
  ring
```

The sum rule over states reads $N_0 W_0 + N_1 W_1 = 1$, so
$$N_0 W_0(y) = 1 - \phi(t(y)) = \phi(-t(y)), \qquad -t(y) = -M - \Delta u(y) + \Delta f.$$
The weights thus depend on $f_0$ and $f_1$ only through their difference.

```lean
/-- For two states with at least one sample each, `N₀` times the state-0 weight is the Fermi
function of `-M - du + (f₁ - f₀)`. -/
theorem weight_zero (u : Fin 2 → X → ℝ) {N : Fin 2 → ℕ} (h0 : 1 ≤ N 0) (h1 : 1 ≤ N 1)
    (f : Fin 2 → ℝ) (y : X) :
    (N 0 : ℝ) * weight u N f 0 y = fermi (-M N - du u y + (f 1 - f 0)) := by
  have hs := sum_count_mul_weight u ⟨0, h0⟩ f y
  rw [Fin.sum_univ_two, weight_one u h0 h1] at hs
  have hf := fermi_add_neg (M N + du u y - (f 1 - f 0))
  have harg : -M N - du u y + (f 1 - f 0) = -(M N + du u y - (f 1 - f 0)) := by ring
  rw [harg]
  linarith
```

## The equivalence

For $j = 0, 1$ define the Fermi sums over the samples of state $j$,
$$A_j = \sum_n \phi\big(t(x_{j,n})\big), \qquad B_j = \sum_n \phi\big(-t(x_{j,n})\big).$$
The BAR equation is $A_0 = B_1$. Splitting the pooled weights by the state of origin gives
$$N_1 \sum_j \sum_n W_1(x_{j,n}) = A_0 + A_1, \qquad N_0 \sum_j \sum_n W_0(x_{j,n}) = B_0 + B_1,$$
and $\phi(t) + \phi(-t) = 1$, summed over the $N_j$ samples of state $j$, gives $A_j + B_j = N_j$.

Suppose MBAR holds. The normalisation of $W_1$ gives $A_0 + A_1 = N_1 = A_1 + B_1$, so $A_0 = B_1$. Conversely, suppose $A_0 = B_1$. Then $A_0 + A_1 = B_1 + A_1 = N_1$ and $B_0 + B_1 = B_0 + A_0 = N_0$. Dividing by $N_1$ and $N_0$ gives both normalisations.

In words, `isMBAR_iff_isBAR` says: for any configuration space, any two real potentials, counts $N_0, N_1 \ge 1$, any samples and any pair $(f_0, f_1)$, both MBAR equations hold if and only if $f_1 - f_0$ satisfies the BAR equation. The split sums are `w1` and `w0`, and the counting identity is `hc`. The forward direction uses only the state-1 normalisation, as the pattern `⟨_, h⟩` shows. The backward direction cancels the positive counts with `mul_left_cancel₀`.

```lean
/-- For two states with at least one sample each, `(f₀, f₁)` solves the MBAR equations if and
only if `df = f₁ - f₀` solves the Bennett acceptance ratio equation. -/
theorem isMBAR_iff_isBAR (u : Fin 2 → X → ℝ) {N : Fin 2 → ℕ} (h0 : 1 ≤ N 0) (h1 : 1 ≤ N 1)
    (x : ∀ k, Fin (N k) → X) (f : Fin 2 → ℝ) :
    IsMBAR u N x f ↔ IsBAR u N x (f 1 - f 0) := by
  have p0 : (0 : ℝ) < N 0 := Nat.cast_pos.mpr h0
  have p1 : (0 : ℝ) < N 1 := Nat.cast_pos.mpr h1
  rw [isMBAR_iff_weights u ⟨0, h0⟩, Fin.forall_fin_two, IsBAR]
  -- pooled weights as Fermi sums, split by the state of origin
  have w1 : (N 1 : ℝ) * ∑ j, ∑ n, weight u N f 1 (x j n)
      = ∑ n, fermi (M N + du u (x 0 n) - (f 1 - f 0))
        + ∑ n, fermi (M N + du u (x 1 n) - (f 1 - f 0)) := by
    rw [Fin.sum_univ_two, mul_add, Finset.mul_sum, Finset.mul_sum]
    simp only [weight_one u h0 h1]
  have w0 : (N 0 : ℝ) * ∑ j, ∑ n, weight u N f 0 (x j n)
      = ∑ n, fermi (-M N - du u (x 0 n) + (f 1 - f 0))
        + ∑ n, fermi (-M N - du u (x 1 n) + (f 1 - f 0)) := by
    rw [Fin.sum_univ_two, mul_add, Finset.mul_sum, Finset.mul_sum]
    simp only [weight_zero u h0 h1]
  -- forward and reverse Fermi sums over one state's samples add up to its count
  have hc : ∀ j, ∑ n, fermi (M N + du u (x j n) - (f 1 - f 0))
      + ∑ n, fermi (-M N - du u (x j n) + (f 1 - f 0)) = N j := by
    intro j
    have hy : ∀ y, fermi (M N + du u y - (f 1 - f 0))
        + fermi (-M N - du u y + (f 1 - f 0)) = 1 := by
      intro y
      rw [← fermi_add_neg (M N + du u y - (f 1 - f 0))]
      congr 2
      ring
    rw [← Finset.sum_add_distrib]
    simp only [hy]
    simp
  have c0 := hc 0
  have c1 := hc 1
  constructor
  · rintro ⟨_, h⟩
    rw [h] at w1
    linarith
  · intro h
    exact ⟨mul_left_cancel₀ p0.ne' (by linarith), mul_left_cancel₀ p1.ne' (by linarith)⟩
```

## Existence and uniqueness of the root

The BAR equation has the form $\sum_i \phi(a_i - d) = \sum_j \phi(b_j + d)$ in the unknown $d$, for finite families of real numbers $a_i$ and $b_j$. In this lemma `n` and `m` are the sizes of the two families, both at least one, and $i, j$ index their members. Let
$$g(d) = \sum_i \phi(a_i - d) - \sum_j \phi(b_j + d).$$

Since $\phi$ is strictly decreasing and the family $a$ is non-empty, the first sum increases strictly with $d$, while the second does not increase. So $g$ is strictly increasing (`mono`) and has at most one zero. It is continuous because $1 + e^t$ never vanishes (`hf`, `cont`).

For the sign change, $\phi(t) \to 0$ as $t \to \infty$ (`hlim`), so for any finite family $c_i$ and any $\varepsilon > 0$ some shift $d \ge 0$ makes $\sum_i \phi(c_i + d) < \varepsilon$ (`small`). The sums $\sum_i \phi(a_i)$ and $\sum_j \phi(b_j)$ are positive because the families are non-empty, and each can serve as $\varepsilon$. This yields $p, q \ge 0$ with
$$\sum_j \phi(b_j + p) < \sum_i \phi(a_i) \le \sum_i \phi(a_i - p), \qquad \sum_i \phi(a_i + q) < \sum_j \phi(b_j) \le \sum_j \phi(b_j - q).$$
The two non-strict inequalities are `up` and `lo`. Thus $g(-q) < 0 < g(p)$, and the intermediate value theorem, `intermediate_value_univ`, supplies a zero. Injectivity of the strictly increasing $g$ makes it the only one, which is the meaning of `∃!` in the statement.

```lean
/-- For non-empty finite families `a` and `b`, exactly one shift `d` makes the sum of
`fermi (a i - d)` equal to the sum of `fermi (b j + d)`. -/
theorem fermi_balance {n m : ℕ} (hn : 1 ≤ n) (hm : 1 ≤ m) (a : Fin n → ℝ) (b : Fin m → ℝ) :
    ∃! d : ℝ, ∑ i, fermi (a i - d) = ∑ j, fermi (b j + d) := by
  have hpos : ∀ t, 0 < fermi t := fun t => by
    unfold fermi
    positivity
  have hf : Continuous fermi := by
    show Continuous fun t : ℝ => 1 / (1 + exp t)
    exact continuous_const.div (by fun_prop) (fun t => by positivity)
  have hlim : Tendsto fermi atTop (𝓝 0) := by
    show Tendsto (fun t : ℝ => 1 / (1 + exp t)) atTop (𝓝 0)
    simp only [one_div]
    exact tendsto_inv_atTop_zero.comp (tendsto_atTop_add_const_left _ 1 tendsto_exp_atTop)
  -- a Fermi sum is made arbitrarily small by a large positive shift
  have small : ∀ {k : ℕ} (c : Fin k → ℝ) (e : ℝ), 0 < e →
      ∃ d, 0 ≤ d ∧ ∑ i, fermi (c i + d) < e := by
    intro k c e he
    have h : Tendsto (fun d => ∑ i, fermi (c i + d)) atTop (𝓝 (∑ _i : Fin k, (0 : ℝ))) :=
      tendsto_finsetSum _ fun i _ =>
        hlim.comp (tendsto_atTop_add_const_left _ (c i) tendsto_id)
    rw [Finset.sum_const_zero] at h
    exact ((eventually_ge_atTop 0).and (h.eventually (gt_mem_nhds he))).exists
  have ne : (Finset.univ : Finset (Fin n)).Nonempty := ⟨⟨0, hn⟩, Finset.mem_univ _⟩
  have me : (Finset.univ : Finset (Fin m)).Nonempty := ⟨⟨0, hm⟩, Finset.mem_univ _⟩
  have mono : StrictMono fun d : ℝ => ∑ i, fermi (a i - d) - ∑ j, fermi (b j + d) := by
    intro s t hst
    have hl : ∑ i, fermi (a i - s) < ∑ i, fermi (a i - t) :=
      Finset.sum_lt_sum_of_nonempty ne fun i _ => fermi_strictAnti (by linarith)
    have hr : ∑ j, fermi (b j + t) ≤ ∑ j, fermi (b j + s) :=
      Finset.sum_le_sum fun j _ => fermi_strictAnti.antitone (by linarith)
    show ∑ i, fermi (a i - s) - ∑ j, fermi (b j + s)
      < ∑ i, fermi (a i - t) - ∑ j, fermi (b j + t)
    linarith
  have cont : Continuous fun d : ℝ => ∑ i, fermi (a i - d) - ∑ j, fermi (b j + d) := by
    fun_prop
  obtain ⟨p, hp, hp'⟩ := small b _ (Finset.sum_pos (fun i _ => hpos (a i)) ne)
  obtain ⟨q, hq, hq'⟩ := small a _ (Finset.sum_pos (fun j _ => hpos (b j)) me)
  have up : ∑ i, fermi (a i) ≤ ∑ i, fermi (a i - p) :=
    Finset.sum_le_sum fun i _ => fermi_strictAnti.antitone (by linarith)
  have lo : ∑ j, fermi (b j) ≤ ∑ j, fermi (b j + -q) :=
    Finset.sum_le_sum fun j _ => fermi_strictAnti.antitone (by linarith)
  -- the imbalance changes sign between `-q` and `p`
  obtain ⟨d, hd⟩ := intermediate_value_univ (-q) p cont
    (show (0 : ℝ) ∈ Set.Icc _ _ from
      ⟨by simp only [sub_neg_eq_add]; linarith, by linarith⟩)
  exact ⟨d, sub_eq_zero.mp hd, fun e he => mono.injective ((sub_eq_zero.mpr he).trans hd.symm)⟩
```

## The solution set of two-state MBAR

Take the numbers $M + \Delta u(x_{0,n})$ as the family $a$, of size $N_0$, and the numbers $-M - \Delta u(x_{1,n})$ as the family $b$, of size $N_1$. The balance condition is then the BAR equation, and its unique root is a number $d$. By the equivalence, $(f_0, f_1)$ solves MBAR if and only if $f_1 - f_0$ is a BAR root, that is, if and only if $f_1 - f_0 = d$.

The theorem `mbar_solution_set` states this: there is a real $d$, depending on the potentials and the samples, such that the MBAR solutions are exactly the pairs with $f_1 - f_0 = d$. The solutions form a line in the $(f_0, f_1)$ plane; the common additive constant is free and the difference is fixed. In the proof, `huniq` sends an MBAR solution to $f_1 - f_0 = d$, and `hd` gives the converse. Existence and uniqueness up to a constant are established for two states only, and the statement provides no formula for $d$ and no convergence result for an iterative solver.

```lean
/-- For two states with at least one sample each there is a number `d` such that the solutions
of the MBAR equations are exactly the pairs with `f₁ - f₀ = d`. -/
theorem mbar_solution_set (u : Fin 2 → X → ℝ) {N : Fin 2 → ℕ} (h0 : 1 ≤ N 0) (h1 : 1 ≤ N 1)
    (x : ∀ k, Fin (N k) → X) :
    ∃ d : ℝ, ∀ f : Fin 2 → ℝ, IsMBAR u N x f ↔ f 1 - f 0 = d := by
  obtain ⟨d, hd, huniq⟩ := fermi_balance h0 h1 (fun n => M N + du u (x 0 n))
    (fun n => -M N - du u (x 1 n))
  refine ⟨d, fun f => ?_⟩
  rw [isMBAR_iff_isBAR u h0 h1]
  constructor
  · exact fun h => huniq _ h
  · intro h
    rw [h]
    exact hd

end

end TwoStateMBAR
```

```lean
#print axioms TwoStateMBAR.isMBAR_iff_isBAR
#print axioms TwoStateMBAR.mbar_solution_set
```

```
'TwoStateMBAR.isMBAR_iff_isBAR' depends on axioms: [propext, Classical.choice, Quot.sound]
'TwoStateMBAR.mbar_solution_set' depends on axioms: [propext, Classical.choice, Quot.sound]
```
